# Over a nontrivial commutative ring, Hall's identity [[A, B]², C] = 0 holds for all d × d matrices exactly when d ≤ 2

Treat a squared commutator as a number in a three-level calculation, and terms can disappear that should have stayed. The habit is easy to pick up from qubits, where [σx, σy] = 2iσz squares to −4 times the identity and so commutes with everything. With a third level, [A, B]² can fail to commute with another operator C.

For two levels the habit is sound: [A, B]² = −det([A, B]) · 1 for all 2×2 matrices A and B, where 1 is the identity matrix. Hall's identity, [[A, B]², C] = 0, follows at once. One consequence for quantum mechanics concerns −[W(t), V]², whose expectation value is used to diagnose operator spreading when W and V are Hermitian; here W(t) is W evolved in time in the Heisenberg picture. For a single two-level system, that expectation value is the same in every normalised state.

## The commutator and its trace

```lean
import Mathlib

open Matrix

namespace HallIdentity
```

The file loads the Mathlib library and opens a namespace, which prefixes every name below with `HallIdentity`.

```lean
/-- The commutator `ab - ba` of two elements of a ring. -/
def comm {S : Type*} [Ring S] (a b : S) : S := a * b - b * a
```

This defines [a, b] = ab − ba. The type `S` can be any ring, so the definition covers square matrices of every finite size. In Lean, `comm a b` is the function `comm` applied to a and b.

```lean
variable {R : Type*} [CommRing R]

/-- The commutator of two finite matrices has zero trace. -/
theorem trace_comm {n : Type*} [Fintype n] [DecidableEq n] (A B : Matrix n n R) :
    (comm A B).trace = 0 := by
  simp only [comm, Matrix.trace_sub]
  rw [Matrix.trace_mul_comm A B, sub_self]
```

From here on, matrix entries lie in a commutative ring `R`. This includes the complex numbers and the integers, but not entries that are themselves non-commuting operators. The index type `n` labels the finitely many levels.

A theorem in Lean has a name, its hypotheses, a colon, the statement and then, after `:=`, the proof. This one says that tr [A, B] = 0. By hand, exchange the order of two finite sums and use the fact that the entries commute:

tr(AB) = Σᵢ Σⱼ Aᵢⱼ Bⱼᵢ = Σⱼ Σᵢ Bⱼᵢ Aᵢⱼ = tr(BA)

The proof splits the trace of the difference, applies this exchange as `Matrix.trace_mul_comm`, and cancels. Finiteness matters: the canonical relation [x, p] = iħ · 1 has no solution in d × d complex matrices for any finite d ≥ 1, because its right side has nonzero trace.

## Two levels: the square is a scalar

```lean
/-- A traceless 2x2 matrix squares to minus its determinant times the identity. -/
theorem sq_of_trace_zero (M : Matrix (Fin 2) (Fin 2) R) (hM : M.trace = 0) :
    M ^ 2 = (-M.det) • (1 : Matrix (Fin 2) (Fin 2) R) := by
  -- the second diagonal entry is minus the first
  have h : M 1 1 = -M 0 0 := by
    rw [Matrix.trace_fin_two] at hM
    linear_combination hM
  ext i j
  fin_cases i <;> fin_cases j <;>
    simp [pow_two, Matrix.mul_apply, Fin.sum_univ_two, Matrix.det_fin_two, h] <;> ring
```

The hypothesis `hM` says that M has trace zero. `Fin 2` is the index set {0, 1}, so rows and columns are counted from 0. The symbol `•` multiplies a matrix by a scalar.

Write a = M₀₀, b = M₀₁ and c = M₁₀. Zero trace forces M₁₁ = −a. With rows separated by semicolons,

M = (a, b; c, −a)

M² = (a² + bc, ab − ba; ca − ac, cb + a²) = (a² + bc) · 1

det M = −a² − bc

Hence M² = −det(M) · 1. No division or diagonalisation is needed.

In the proof, `h` records M₁₁ = −M₀₀. Then `ext i j` reduces the matrix equation to its entries, and `fin_cases` lists the four of them. For each entry, `simp` writes out the product and the determinant, and `ring` settles the remaining algebra.

```lean
/-- The square of a commutator of 2x2 matrices is minus the determinant of the commutator
times the identity. -/
theorem comm_sq (A B : Matrix (Fin 2) (Fin 2) R) :
    comm A B ^ 2 = (-(comm A B).det) • (1 : Matrix (Fin 2) (Fin 2) R) :=
  sq_of_trace_zero _ (trace_comm A B)
```

Now set M = [A, B], which is traceless by `trace_comm`:

[A, B]² = −det([A, B]) · 1

The proof is just the previous theorem applied to that fact; the underscore lets Lean work out which matrix is meant.

For a numerical instance, take A = (1, 2; 3, 4) and B = (0, 1; 1, 0). Then

AB = (2, 1; 4, 3)

BA = (3, 4; 1, 2)

[A, B] = (−1, −3; 3, 1)

The determinant is −1 + 9 = 8, and squaring the commutator directly gives (−8, 0; 0, −8), as the theorem requires.

```lean
/-- Hall's identity: the squared commutator of two 2x2 matrices commutes with every
2x2 matrix. -/
theorem hall_identity (A B C : Matrix (Fin 2) (Fin 2) R) :
    comm (comm A B ^ 2) C = 0 := by
  rw [comm_sq]
  simp only [comm, smul_mul_assoc, mul_smul_comm, one_mul, mul_one, sub_self]
```

This is Hall's identity for 2×2 matrices. With λ = −det([A, B]),

[λ · 1, C] = λC − λC = 0

The proof follows the same line. `rw [comm_sq]` replaces the square by the scalar matrix, and `simp only` moves the scalar out of both products and subtracts equal terms.

```lean
/-- The anticommutator of two commutators of 2x2 matrices is the trace of their product
times the identity. -/
theorem anticomm_comm (A B C D : Matrix (Fin 2) (Fin 2) R) :
    comm A B * comm C D + comm C D * comm A B =
      (comm A B * comm C D).trace • (1 : Matrix (Fin 2) (Fin 2) R) := by
  have hM := trace_comm A B
  have hN := trace_comm C D
  -- only the vanishing traces matter from here on
  generalize comm A B = M at *
  generalize comm C D = N at *
  rw [Matrix.trace_fin_two] at hM hN
  have h : M 1 1 = -M 0 0 := by linear_combination hM
  have k : N 1 1 = -N 0 0 := by linear_combination hN
  ext i j
  fin_cases i <;> fin_cases j <;>
    simp [Matrix.mul_apply, Fin.sum_univ_two, Matrix.trace_fin_two, h, k] <;> ring
```

There is also a version with two different commutators. Let M = [A, B] and N = [C, D]. The theorem says

MN + NM = tr(MN) · 1

By hand, write M = (a, b; c, −a) and N = (p, q; r, −p). The products are

MN = (ap + br, aq − bp; cp − ar, cq + ap)

NM = (pa + qc, pb − qa; ra − pc, rb + pa)

In the sum the off-diagonal entries cancel, and both diagonal entries equal 2ap + br + cq, which is tr(MN). For Pauli matrices this is the familiar rule that (u·σ)(v·σ) + (v·σ)(u·σ) = 2(u·v) · 1, where u and v are real three-component vectors and σ = (σx, σy, σz).

The `generalize` steps forget where M and N came from and keep only their zero traces. The rest is the same entry-by-entry calculation as before.

## Three levels: the identity fails

```lean
/-- For three distinct levels `i, j, k`, the transition matrices `E_ij`, `E_ji`, `E_jk`
give the double commutator in Hall's identity the value `E_jk`. -/
theorem hall_defect {n : Type*} [Fintype n] [DecidableEq n] {i j k : n}
    (hij : i ≠ j) (hik : i ≠ k) (hjk : j ≠ k) :
    comm (comm (Matrix.single i j (1 : R)) (Matrix.single j i 1) ^ 2)
      (Matrix.single j k 1) = Matrix.single j k 1 := by
  simp [comm, pow_two, mul_sub, sub_mul, mul_add, add_mul,
    Matrix.single_mul_single_same, Matrix.single_mul_single_of_ne,
    hij, hij.symm, hik.symm, hjk.symm]
```

`Matrix.single i j 1` is the matrix E_ij with a 1 in row i, column j and zeros elsewhere. In Dirac notation it is |i⟩⟨j|, the transition from level j to level i. The hypotheses say that i, j and k are distinct.

Two such matrices multiply to zero unless the inner labels agree, in which case E_ij E_jk = E_ik. Therefore

[E_ij, E_ji] = E_ii − E_jj

[E_ij, E_ji]² = E_ii + E_jj

The square is the projector onto levels i and j. It acts as the identity on those two levels, but it can tell them apart from level k:

(E_ii + E_jj) E_jk = E_jk

E_jk (E_ii + E_jj) = 0

The commutator of the square with E_jk is therefore E_jk itself. In the proof, `simp` expands all the products and applies the multiplication rule, using the inequalities between labels to remove the vanishing terms.

```lean
/-- An explicit triple of 3x3 integer matrices for which the double commutator in Hall's
identity is a matrix with one nonzero entry. -/
theorem hall_fails_three :
    comm (comm (!![0, 1, 0; 0, 0, 0; 0, 0, 0] : Matrix (Fin 3) (Fin 3) ℤ)
        !![0, 0, 0; 1, 0, 0; 0, 0, 0] ^ 2)
      !![0, 0, 0; 0, 0, 1; 0, 0, 0] = !![0, 0, 0; 0, 0, 1; 0, 0, 0] := by
  -- the inner commutator is diagonal
  have h : comm (!![0, 1, 0; 0, 0, 0; 0, 0, 0] : Matrix (Fin 3) (Fin 3) ℤ)
      !![0, 0, 0; 1, 0, 0; 0, 0, 0] = !![1, 0, 0; 0, -1, 0; 0, 0, 0] := by
    ext i j
    fin_cases i <;> fin_cases j <;> simp [comm]
  rw [h, pow_two]
  ext i j
  fin_cases i <;> fin_cases j <;> simp [comm]
```

Here is the same construction with integers and i, j, k = 0, 1, 2. In `!![...]`, commas separate entries and semicolons separate rows. The three matrices are A = E₀₁, B = E₁₀ and C = E₁₂. Step by step,

[A, B] = diag(1, −1, 0)

[A, B]² = diag(1, 1, 0)

[[A, B]², C] = E₁₂

The result has a single entry equal to 1, so this triple violates Hall's identity. The proof first establishes the diagonal form of [A, B], then checks the nine entries of the final equation.

## The dividing line at dimension two

```lean
/-- Over a nontrivial commutative ring, Hall's identity holds for all `d × d` matrices
exactly when `d` is at most two. -/
theorem hall_identity_iff [Nontrivial R] (d : ℕ) :
    (∀ A B C : Matrix (Fin d) (Fin d) R, comm (comm A B ^ 2) C = 0) ↔ d ≤ 2 := by
  constructor
  · intro h
    by_contra hd
    -- three distinct levels are available, so the transition matrices refute the identity
    have e := hall_defect (R := R) (i := (⟨0, by omega⟩ : Fin d))
      (j := ⟨1, by omega⟩) (k := ⟨2, by omega⟩)
      (by simp [Fin.ext_iff]) (by simp [Fin.ext_iff]) (by simp [Fin.ext_iff])
    rw [h] at e
    have e' := congrFun (congrFun e ⟨1, by omega⟩) ⟨2, by omega⟩
    simp at e'
  · intro hd A B C
    interval_cases d
    · ext i j
      exact i.elim0
    · -- 1x1 matrices commute
      generalize comm A B ^ 2 = M
      ext i j
      fin_cases i
      fin_cases j
      simp [comm, Matrix.mul_apply, mul_comm]
    · exact hall_identity A B C

end HallIdentity
```

The symbol `∀` means "for all", and `↔` means "if and only if". `Nontrivial R` says that 0 ≠ 1 in the ring, as is true of the real and complex numbers. The quantifiers matter: for d ≥ 3 some triple violates the identity, although particular triples may still satisfy it.

For the direction from left to right, suppose the identity holds for all d × d matrices and yet d > 2. Levels 0, 1 and 2 then exist, and `hall_defect` says that the double commutator of the transition matrices is E₁₂. The assumption says that it is 0. Comparing the entries in row 1, column 2 gives 0 = 1, a contradiction. In the code, `omega` proves that the three labels are below d, and the two uses of `congrFun` pick out the entry.

For the other direction, `interval_cases d` leaves three cases. A 0×0 matrix has no entries to compare, 1×1 matrices commute because their entries do, and d = 2 is `hall_identity`.

The theorem ranges over all matrices, not only observables. A version for observables would restrict A, B and C to Hermitian complex matrices. The two-level result would carry over as a special case, but the counterexample would need replacing, since E₀₁ is not Hermitian. In three dimensions, A = E₀₁ + E₁₀, B = −iE₀₁ + iE₁₀ and C = E₁₂ + E₂₁ serve the purpose: [A, B]² = −4 diag(1, 1, 0), and its commutator with C is −4(E₁₂ − E₂₁), which is not zero.

```lean
#print axioms HallIdentity.anticomm_comm
-- 'HallIdentity.anticomm_comm' depends on axioms: [propext, Classical.choice, Quot.sound]
#print axioms HallIdentity.hall_fails_three
-- 'HallIdentity.hall_fails_three' depends on axioms: [propext, Classical.choice, Quot.sound]
#print axioms HallIdentity.hall_identity_iff
-- 'HallIdentity.hall_identity_iff' depends on axioms: [propext, Classical.choice, Quot.sound]
```
